# Lower-band projectors of d·σ and e·σ, for nonzero d and e, differ in operator norm by at most ‖d − e‖/(‖d‖ + ‖e‖)

## How far the filled state moves

Take an insulator of non-interacting electrons described by two bands, with the lower one filled. At a given crystal momentum its Hamiltonian is a 2×2 matrix with one filled and one empty state. If the momentum is changed a little, or a hopping amplitude is adjusted, the matrix changes and the filled state changes with it. How far can that state move for a given change of the Hamiltonian?

The eigenvector is a poor object for this question, because its phase is arbitrary. The projector P onto the filled state does not depend on that phase. It also fixes the flattened Hamiltonian 1 − 2P, which has the same eigenstates as the original but energies −1 and +1. Asking how stable P is therefore amounts to asking how stable band flattening is.

Measure the energy of each Hamiltonian from the midpoint of its own two levels. The Hamiltonian is then fixed by a real three-vector d = (d0, d1, d2), whose components multiply the Pauli matrices σx, σy and σz:

H(d) = d·σ = [ d2, d0 − i d1 ; d0 + i d1, −d2 ].

Its energies are −‖d‖ and +‖d‖, so the gap is 2‖d‖. In a crystal this is the direct gap at the given momentum, which can be larger than the band gap of the material; the comments in the Lean code call 2‖d‖ itself the band gap. For a non-interacting two-band model, the result below limits how much the filled-state projector can change between neighbouring momenta on a grid, or between two parameter sets.

## The bound and its equality cases

Let d and e be nonzero, with lower-band projectors P and Q. The letter Q belongs to the second Hamiltonian here; it is not the complement 1 − P, which many texts call Q. The main theorem, `band_flattening_stability`, says that

‖P − Q‖ ≤ ‖d − e‖/(‖d‖ + ‖e‖),

with equality exactly when ‖d‖ = ‖e‖ or P + Q = 1. In the second case the filled state of one Hamiltonian is the empty state of the other, so d and e point in opposite directions.

In Lean the vectors have type `EuclideanSpace ℝ (Fin 3)`, so ‖d‖ is the ordinary length, and `blochH d` is the matrix H(d). The name recalls a Bloch Hamiltonian, but no momentum appears: d and e are any two vectors. For matrices, ‖·‖ is the operator norm, the greatest length that the matrix gives to a normalised state.

The predicate `IsLowerBandProjector d P` states what a lower-band projector is physically. P is idempotent and Hermitian, H(d) acts as −‖d‖ on its range, and H(d) acts as +‖d‖ on the range of 1 − P. The explicit formula `lowerProjector d` is a separate definition, and `isLowerBandProjector_iff` proves that for d ≠ 0 the two descriptions agree.

The condition d ≠ 0 says that the gap is open. At d = 0 every orthogonal projector satisfies the predicate. If both vectors vanish, P and Q can be different projectors while Lean evaluates the right-hand side 0/0 as 0, so the bound fails. If only d vanishes, the right-hand side is 1 and the bound survives, but the equality criterion fails: P = 1 gives ‖P − Q‖ = 1 with neither equal lengths nor P + Q = 1.

A second theorem, `projector_stability_of_gap`, puts the bound in terms of energies. If both gaps are at least Δ > 0, then

‖P − Q‖ ≤ ‖H(d) − H(e)‖/Δ.

The step from this model to a material is the reduction of its electronic structure to two bands, which is taken as given.

## From the Pauli matrices to the norm of H(d)

H(d) is linear in d and Hermitian. In its square, both diagonal entries are

d2² + (d0 − i d1)(d0 + i d1) = d0² + d1² + d2² = ‖d‖²,

and the off-diagonal entries cancel, for example d2(d0 − i d1) − (d0 − i d1)d2 = 0. Hence H(d)² = ‖d‖²·1. For any matrix A the operator norm satisfies ‖A‖² = ‖A†A‖, so

‖H(d)‖² = ‖H(d)†H(d)‖ = ‖H(d)²‖ = ‖d‖²,

and therefore ‖H(d)‖ = ‖d‖.

## The projector from the two energies

Suppose P is a lower-band projector of H(d), with d ≠ 0. Adding the two energy equations gives

H(d) = H(d)P + H(d)(1 − P) = −‖d‖P + ‖d‖(1 − P) = ‖d‖(1 − 2P),

so P = (1 − H(d)/‖d‖)/2.

Conversely, define P by this formula and write F = H(d)/‖d‖. Then F is Hermitian with F² = 1, so P is Hermitian, and

P² = (1 − 2F + F²)/4 = (1 − F)/2 = P,

FP = (F − 1)/2 = −P,

F(1 − P) = (F + 1)/2 = 1 − P.

Multiplying the last two lines by ‖d‖ gives the energy equations.

## An exact splitting of ‖d − e‖²

Write a = ‖d‖, b = ‖e‖, u = d/a and v = e/b. By linearity,

P − Q = −H(u − v)/2,

P + Q − 1 = −H(u + v)/2.

The norms of these matrices are ‖u − v‖/2 and ‖u + v‖/2. Let c = u·v. Since u and v are unit vectors, ‖u − v‖² = 2 − 2c and ‖u + v‖² = 2 + 2c. Therefore

(a + b)²‖P − Q‖² + (a − b)²‖P + Q − 1‖²

= (a + b)²(1 − c)/2 + (a − b)²(1 + c)/2

= a² + b² − 2abc

= ‖au − bv‖² = ‖d − e‖².

Geometrically, d − e is the sum of (a + b)(u − v)/2 and (a − b)(u + v)/2, and these two vectors are orthogonal.

The second term on the left is nonnegative, so (a + b)‖P − Q‖ ≤ ‖d − e‖. Division by a + b > 0 gives the bound. Equality holds exactly when the second term is zero, which means a = b or P + Q = 1.

For the gap version, 2a ≥ Δ and 2b ≥ Δ give a + b ≥ Δ > 0. Also ‖d − e‖ = ‖H(d − e)‖ = ‖H(d) − H(e)‖. Replacing a + b by the smaller number Δ in the denominator can only enlarge the right-hand side.

## The derivation in Lean

```lean
import Mathlib

open scoped Matrix.Norms.L2Operator
open Matrix

namespace BandFlattening

noncomputable section

/-- The two-band Hamiltonian `d·σ` of a real three-vector `d`, written out with the Pauli
matrices. -/
def blochH (d : EuclideanSpace ℝ (Fin 3)) : Matrix (Fin 2) (Fin 2) ℂ :=
  !![((d 2 : ℝ) : ℂ), ((d 0 : ℝ) : ℂ) - ((d 1 : ℝ) : ℂ) * Complex.I;
     ((d 0 : ℝ) : ℂ) + ((d 1 : ℝ) : ℂ) * Complex.I, -((d 2 : ℝ) : ℂ)]

/-- The matrix `(1 - d·σ/‖d‖)/2`, for nonzero `d`. -/
def lowerProjector (d : EuclideanSpace ℝ (Fin 3)) : Matrix (Fin 2) (Fin 2) ℂ :=
  (1 / 2 : ℂ) • (1 - ((‖d‖⁻¹ : ℝ) : ℂ) • blochH d)

/-- `P` is an orthogonal projector onto states of energy `-‖d‖` of `d·σ`, and its complement
`1 - P` projects onto states of energy `+‖d‖`. -/
structure IsLowerBandProjector (d : EuclideanSpace ℝ (Fin 3))
    (P : Matrix (Fin 2) (Fin 2) ℂ) : Prop where
  idem : P * P = P
  herm : Pᴴ = P
  lower : blochH d * P = (-(‖d‖ : ℂ)) • P
  upper : blochH d * (1 - P) = (‖d‖ : ℂ) • (1 - P)

variable {d e : EuclideanSpace ℝ (Fin 3)} {P Q : Matrix (Fin 2) (Fin 2) ℂ}

/-- The Hamiltonian of a sum of vectors is the sum of the Hamiltonians. -/
theorem blochH_add (d e : EuclideanSpace ℝ (Fin 3)) :
    blochH (d + e) = blochH d + blochH e := by
  ext i j
  fin_cases i <;> fin_cases j <;> simp [blochH] <;> ring

/-- The Hamiltonian of a difference of vectors is the difference of the Hamiltonians. -/
theorem blochH_sub (d e : EuclideanSpace ℝ (Fin 3)) :
    blochH (d - e) = blochH d - blochH e :=
  eq_sub_of_add_eq (by rw [← blochH_add, sub_add_cancel])

/-- Rescaling the vector by a real number rescales the Hamiltonian. -/
theorem blochH_smul (c : ℝ) (d : EuclideanSpace ℝ (Fin 3)) :
    blochH (c • d) = (c : ℂ) • blochH d := by
  ext i j
  fin_cases i <;> fin_cases j <;> simp [blochH] <;> ring

/-- The Hamiltonian `d·σ` is Hermitian. -/
theorem blochH_conjTranspose (d : EuclideanSpace ℝ (Fin 3)) : (blochH d)ᴴ = blochH d := by
  ext i j
  fin_cases i <;> fin_cases j <;> simp [blochH, Complex.ext_iff]

/-- The square of `d·σ` is `‖d‖²` times the identity. -/
theorem blochH_sq (d : EuclideanSpace ℝ (Fin 3)) :
    blochH d * blochH d = ((‖d‖ ^ 2 : ℝ) : ℂ) • (1 : Matrix (Fin 2) (Fin 2) ℂ) := by
  have hn : ‖d‖ ^ 2 = d 0 * d 0 + d 1 * d 1 + d 2 * d 2 := by
    rw [EuclideanSpace.norm_sq_eq, Fin.sum_univ_three]
    simp only [Real.norm_eq_abs, sq_abs]
    ring
  rw [hn]
  ext i j
  fin_cases i <;> fin_cases j <;> apply Complex.ext <;>
    simp [blochH, Matrix.mul_apply, Fin.sum_univ_two] <;> ring

/-- The operator norm of `d·σ` is the length of `d`. -/
theorem norm_blochH (d : EuclideanSpace ℝ (Fin 3)) : ‖blochH d‖ = ‖d‖ := by
  -- the C*-identity turns the square of the matrix into the square of its norm
  have h : ‖blochH d‖ * ‖blochH d‖ = ‖d‖ ^ 2 := by
    rw [← Matrix.l2_opNorm_conjTranspose_mul_self, blochH_conjTranspose, blochH_sq, norm_smul,
      CStarRing.norm_one, mul_one, Complex.norm_real, Real.norm_eq_abs,
      abs_of_nonneg (sq_nonneg _)]
  exact (sq_eq_sq₀ (norm_nonneg _) (norm_nonneg _)).1 (by linear_combination h)

/-- For nonzero `d` the lower-band projector of `d·σ` is `(1 - d·σ/‖d‖)/2`, and it is the
only one. -/
theorem isLowerBandProjector_iff (hd : d ≠ 0) :
    IsLowerBandProjector d P ↔ P = lowerProjector d := by
  have hn : ‖d‖ ≠ 0 := norm_ne_zero_iff.2 hd
  constructor
  · intro h
    -- the two eigenvalue equations rebuild the Hamiltonian from its projector
    have hH : blochH d = (‖d‖ : ℂ) • (1 - P) - (‖d‖ : ℂ) • P := by
      calc blochH d = blochH d * P + blochH d * (1 - P) := by noncomm_ring
        _ = _ := by rw [h.lower, h.upper]; module
    have ha : ((‖d‖⁻¹ : ℝ) : ℂ) * (‖d‖ : ℂ) = 1 := by
      rw [← Complex.ofReal_mul, inv_mul_cancel₀ hn, Complex.ofReal_one]
    rw [lowerProjector, hH, ← smul_sub, smul_smul, ha, one_smul]
    module
  · rintro rfl
    -- the flattened Hamiltonian F squares to one
    have hu : ‖‖d‖⁻¹ • d‖ = 1 := by
      rw [norm_smul, norm_inv, norm_norm, inv_mul_cancel₀ hn]
    have hF : blochH (‖d‖⁻¹ • d) * blochH (‖d‖⁻¹ • d) = 1 := by
      rw [blochH_sq, hu]; simp
    have hH : blochH d = (‖d‖ : ℂ) • blochH (‖d‖⁻¹ • d) := by
      rw [← blochH_smul, smul_smul, mul_inv_cancel₀ hn, one_smul]
    have hP : lowerProjector d = (1 / 2 : ℂ) • (1 - blochH (‖d‖⁻¹ • d)) := by
      rw [lowerProjector, blochH_smul]
    have hFh := blochH_conjTranspose (‖d‖⁻¹ • d)
    generalize blochH (‖d‖⁻¹ • d) = F at hF hH hP hFh
    refine ⟨?_, ?_, ?_, ?_⟩
    · rw [hP]
      simp only [smul_mul_assoc, mul_smul_comm, mul_sub, sub_mul, mul_one, one_mul, hF]
      module
    · simp [hP, hFh, Matrix.conjTranspose_smul]
    · rw [hP, hH]
      simp only [smul_mul_assoc, mul_smul_comm, mul_sub, mul_one, hF]
      module
    · rw [hP, hH]
      simp only [smul_mul_assoc, mul_smul_comm, mul_sub, mul_one, hF]
      module

/-- For nonzero `d` and `e`, the squared distance `‖d - e‖²` splits exactly into a part carried
by the difference of the two projectors and a part carried by the mismatch of the lengths. -/
theorem flattening_identity (hd : d ≠ 0) (he : e ≠ 0) :
    (‖d‖ + ‖e‖) ^ 2 * ‖lowerProjector d - lowerProjector e‖ ^ 2
      + (‖d‖ - ‖e‖) ^ 2 * ‖lowerProjector d + lowerProjector e - 1‖ ^ 2 = ‖d - e‖ ^ 2 := by
  have hn : ‖d‖ ≠ 0 := norm_ne_zero_iff.2 hd
  have hm : ‖e‖ ≠ 0 := norm_ne_zero_iff.2 he
  have hu : ‖‖d‖⁻¹ • d‖ = 1 := by rw [norm_smul, norm_inv, norm_norm, inv_mul_cancel₀ hn]
  have hv : ‖‖e‖⁻¹ • e‖ = 1 := by rw [norm_smul, norm_inv, norm_norm, inv_mul_cancel₀ hm]
  have hc : ‖(-(1 / 2) : ℂ)‖ = 1 / 2 := by norm_num
  have h1 : lowerProjector d - lowerProjector e
      = (-(1 / 2) : ℂ) • blochH (‖d‖⁻¹ • d - ‖e‖⁻¹ • e) := by
    simp only [lowerProjector, blochH_sub, blochH_smul]
    module
  have h2 : lowerProjector d + lowerProjector e - 1
      = (-(1 / 2) : ℂ) • blochH (‖d‖⁻¹ • d + ‖e‖⁻¹ • e) := by
    simp only [lowerProjector, blochH_add, blochH_smul]
    module
  -- for unit vectors u and v, the vectors u - v and u + v are orthogonal
  have key : ∀ u v : EuclideanSpace ℝ (Fin 3), ‖u‖ = 1 → ‖v‖ = 1 →
      (‖d‖ + ‖e‖) ^ 2 * ‖u - v‖ ^ 2 + (‖d‖ - ‖e‖) ^ 2 * ‖u + v‖ ^ 2
        = 4 * ‖‖d‖ • u - ‖e‖ • v‖ ^ 2 := by
    intro u v hu hv
    simp only [norm_sub_sq_real, norm_add_sq_real, norm_smul, real_inner_smul_left,
      real_inner_smul_right, norm_norm, hu, hv]
    ring
  have h := key _ _ hu hv
  rw [smul_smul, smul_smul, mul_inv_cancel₀ hn, mul_inv_cancel₀ hm, one_smul, one_smul] at h
  rw [h1, h2, norm_smul, norm_smul, norm_blochH, norm_blochH, hc]
  linear_combination h / 4

/-- For nonzero `d` and `e`, the lower-band projectors differ in operator norm by at most
`‖d - e‖/(‖d‖ + ‖e‖)`. Equality holds exactly when `d` and `e` have equal length or the two
projectors are complementary. -/
theorem band_flattening_stability (hd : d ≠ 0) (he : e ≠ 0)
    (hP : IsLowerBandProjector d P) (hQ : IsLowerBandProjector e Q) :
    ‖P - Q‖ ≤ ‖d - e‖ / (‖d‖ + ‖e‖) ∧
      (‖P - Q‖ = ‖d - e‖ / (‖d‖ + ‖e‖) ↔ ‖d‖ = ‖e‖ ∨ P + Q = 1) := by
  have key := flattening_identity hd he
  rw [← (isLowerBandProjector_iff hd).1 hP, ← (isLowerBandProjector_iff he).1 hQ] at key
  have hs : 0 < ‖d‖ + ‖e‖ := add_pos (norm_pos_iff.2 hd) (norm_pos_iff.2 he)
  have h0 : 0 ≤ ‖P - Q‖ * (‖d‖ + ‖e‖) := by positivity
  rw [le_div_iff₀ hs, eq_div_iff hs.ne']
  refine ⟨(sq_le_sq₀ h0 (norm_nonneg _)).1
    (by nlinarith [sq_nonneg ((‖d‖ - ‖e‖) * ‖P + Q - 1‖)]), ?_, ?_⟩
  · -- equality forces the second term of the identity to vanish
    intro h
    have hz : ((‖d‖ - ‖e‖) * ‖P + Q - 1‖) ^ 2 = 0 := by
      linear_combination key - (‖P - Q‖ * (‖d‖ + ‖e‖) + ‖d - e‖) * h
    rcases mul_eq_zero.1 ((pow_eq_zero_iff two_ne_zero).1 hz) with h | h
    · exact Or.inl (sub_eq_zero.1 h)
    · exact Or.inr (sub_eq_zero.1 (norm_eq_zero.1 h))
  · intro h
    have hz : (‖d‖ - ‖e‖) * ‖P + Q - 1‖ = 0 := by
      rcases h with h | h <;> simp [h]
    exact (sq_eq_sq₀ h0 (norm_nonneg _)).1
      (by linear_combination key - ((‖d‖ - ‖e‖) * ‖P + Q - 1‖) * hz)

/-- If the band gaps `2‖d‖` and `2‖e‖` are both at least `Δ > 0`, the lower-band projectors
differ by at most the operator-norm distance of the Hamiltonians divided by `Δ`. -/
theorem projector_stability_of_gap {Δ : ℝ} (hΔ : 0 < Δ) (h1 : Δ ≤ 2 * ‖d‖) (h2 : Δ ≤ 2 * ‖e‖)
    (hP : IsLowerBandProjector d P) (hQ : IsLowerBandProjector e Q) :
    ‖P - Q‖ ≤ ‖blochH d - blochH e‖ / Δ := by
  have hd : d ≠ 0 := norm_pos_iff.1 (by linarith)
  have he : e ≠ 0 := norm_pos_iff.1 (by linarith)
  rw [← blochH_sub, norm_blochH]
  exact (band_flattening_stability hd he hP hQ).1.trans
    (div_le_div_of_nonneg_left (norm_nonneg _) hΔ (by linarith))

end

end BandFlattening
```

```lean
#print axioms BandFlattening.band_flattening_stability
-- 'BandFlattening.band_flattening_stability' depends on axioms: [propext, Classical.choice, Quot.sound]
#print axioms BandFlattening.projector_stability_of_gap
-- 'BandFlattening.projector_stability_of_gap' depends on axioms: [propext, Classical.choice, Quot.sound]
```

## Where each step of the algebra appears

The lemmas `blochH_add`, `blochH_sub` and `blochH_smul` supply linearity, and `blochH_conjTranspose` supplies Hermiticity. `blochH_sq` writes ‖d‖² as a sum of three squares and then compares the four matrix entries, each split into real and imaginary parts. `norm_blochH` applies the identity ‖A‖² = ‖A†A‖ and takes the nonnegative square root.

In `isLowerBandProjector_iff`, the forward direction rebuilds the Hamiltonian from its two energy equations, as above, and solves for P. For the converse, Lean first proves that H(d/‖d‖) squares to one and is Hermitian. The `generalize` step then replaces this matrix by a letter `F`, keeping only the facts needed. What remains is the algebra of an F with F² = 1, and `module` collects the scalar coefficients.

The exact splitting is `flattening_identity`. Its steps `h1` and `h2` express P − Q and P + Q − 1 through H(u − v) and H(u + v). The inner statement `key` expands the squared lengths for arbitrary unit vectors u and v, with all terms multiplied by 4 compared with the calculation above; the final `linear_combination h / 4` removes that factor.

`band_flattening_stability` uses the uniqueness of the projectors to restate the identity for the given P and Q. It clears the positive denominator and compares squares: `nlinarith` receives the fact that the second term is a square, and `sq_le_sq₀` returns from the squares to the nonnegative quantities themselves. For the equality criterion, one direction deduces that (‖d‖ − ‖e‖)‖P + Q − 1‖ has square zero, so one of its factors is zero. The other direction starts from a zero factor and recovers equality of the squares.

Finally, `projector_stability_of_gap` obtains d ≠ 0 and e ≠ 0 from the positive gaps, rewrites the norm of the Hamiltonian difference as ‖d − e‖, and chains the main bound with the comparison of denominators.
